# Factorising a Slater determinant into embedding and core parts

If a fragment is cut out of a molecule by keeping only its block of the density matrix, it is generally left with fractional occupations that no single determinant on the fragment can reproduce. In a two-site bond that shares one electron of fixed spin equally, the block of one site is the number $1/2$, while a determinant on that site alone has occupation 0 or 1. If the whole molecule is described by a single Slater determinant, the missing information sits in the environment, in at most one bath orbital per fragment site.

Let $A$ and $B$ be finite sets of fragment and environment sites, with orthonormal site orbitals $|r\rangle$, each holding at most one electron. Let $\varphi_1,\dots,\varphi_N$ be orthonormal occupied orbitals with density matrix $P_{rs}=\sum_i\varphi_i(r)\varphi_i(s)^*$. For each $a\in A$ the bath orbital is $\beta_a=\sum_{b\in B}P_{ba}|b\rangle$. Let $W$ be the span of all fragment sites and bath orbitals. Then, up to a phase, the Slater determinant is the exterior product of a determinant of at most $|A|$ orthonormal orbitals in $W$ and a determinant of orthonormal orbitals orthogonal to $W$.

For a single determinant on finitely many sites, this is the separation used in density-matrix embedding: the core orbitals can be held fixed while the fragment and its bath are treated more accurately.

## The derivation by hand

**Bath overlaps.** Since the $\varphi_i$ are orthonormal, $\sum_tP_{rt}P_{ts}=\sum_{i,j}\varphi_i(r)\langle\varphi_i|\varphi_j\rangle\varphi_j(s)^*=P_{rs}$, that is, $P^2=P$. The fragment block of this equation reads $P_{AA}P_{AA}+P_{AB}P_{BA}=P_{AA}$, so
$$P_{AB}P_{BA}=P_{AA}(1-P_{AA}).$$
Since $P$ is Hermitian, $\langle\beta_a|\beta_{a'}\rangle=\sum_b P_{ab}P_{ba'}$, which is the $(a,a')$ entry of this matrix. Its diagonal entries are at most $P_{aa}(1-P_{aa})\le1/4$, so the bath orbitals are never normalised, and in general they are not orthogonal.

**Orbitals from a matrix.** Conversely, let $P$ be any Hermitian idempotent with columns $p_s$. On the span of the columns $P$ acts as the identity, so $\langle p_s|v\rangle=v(s)$ there. For an orthonormal basis $\varphi_i$ of that span, $p_s=\sum_i\langle\varphi_i|p_s\rangle\varphi_i=\sum_i\varphi_i(s)^*\varphi_i$. Its component at $r$ is the density-matrix formula.

**The embedding part.** Let $O$ be the span of the occupied orbitals and $E$ the span of the fragment columns $p_a$, $a\in A$. Then $\dim E\le|A|$. From $p_a=\sum_i\varphi_i(a)^*\varphi_i$ we get $E\subseteq O$, and from
$$p_a=\beta_a+\sum_{a'\in A}P_{a'a}|a'\rangle$$
we get $E\subseteq W$.

**The core part.** Let $c\in O$ be orthogonal to $E$. Orthonormality gives $\langle p_a|\varphi_j\rangle=\varphi_j(a)$, hence by linearity $\langle p_a|c\rangle=c(a)$. So $c$ vanishes on the fragment. The formula for $p_a$ then gives $\langle\beta_a|c\rangle=0$, and $c\perp W$.

**The change of basis.** Choose orthonormal bases $e_1,\dots,e_k$ of $E$ and $c_1,\dots,c_m$ of $O\cap E^\perp$, so that $k+m=N$. Joined, they form an orthonormal basis $\chi$ of $O$, and $\varphi_i=\sum_jU_{ji}\chi_j$ with $U$ unitary. Therefore
$$\varphi_1\wedge\dots\wedge\varphi_N=\det U\;(e_1\wedge\dots\wedge e_k)\wedge(c_1\wedge\dots\wedge c_m),\qquad|\det U|=1.$$

## Sites, bath orbitals and determinants in Lean

```lean
import Mathlib

open Module

namespace SlaterEmbedding

noncomputable section

variable {A B : Type*} [Fintype A] [Fintype B] [DecidableEq A] [DecidableEq B]
```

The disjoint union `A ⊕ B` labels all sites, with `Sum.inl` marking the fragment and `Sum.inr` the environment. `EuclideanSpace` makes the sites orthonormal, so overlapping atomic orbitals must be orthonormalised first. Each site holds at most one electron, so for electrons with spin it stands for a spin orbital.

```lean
/-- One-particle space over fragment sites `A` and environment sites `B`. -/
abbrev Orb (A B : Type*) := EuclideanSpace ℂ (A ⊕ B)

/-- The orbital localised on the fragment site `a`. -/
def site (a : A) : Orb A B := WithLp.toLp 2 (Pi.single (Sum.inl a) 1)

/-- The column of `P` belonging to the site `s`, as an orbital. -/
def column (P : Matrix (A ⊕ B) (A ⊕ B) ℂ) (s : A ⊕ B) : Orb A B :=
  WithLp.toLp 2 (fun r => P r s)
```

The next two definitions are $\beta_a$, left unnormalised, and $W$.

```lean
/-- The bath orbital of the fragment site `a`: column `a` of the block `P_BA`,
extended by zero on the fragment. -/
def bathOrbital (P : Matrix (A ⊕ B) (A ⊕ B) ℂ) (a : A) : Orb A B :=
  WithLp.toLp 2 (Sum.elim (fun _ => 0) (fun b => P (Sum.inr b) (Sum.inl a)))

/-- The fragment-plus-bath space, spanned by fragment sites and bath orbitals. -/
def embeddingSpace (P : Matrix (A ⊕ B) (A ⊕ B) ℂ) : Submodule ℂ (Orb A B) :=
  Submodule.span ℂ (Set.range site ∪ Set.range (bathOrbital P))
```

The density matrix puts the complex conjugate on the second index.

```lean
/-- The one-particle density matrix of a list of occupied orbitals. -/
def densityMatrix {N : ℕ} (φ : Fin N → Orb A B) : Matrix (A ⊕ B) (A ⊕ B) ℂ :=
  Matrix.of fun r s => ∑ i, φ i r * star (φ i s)

/-- The Slater determinant of a list of orbitals, as their exterior product. -/
def slater {N : ℕ} (φ : Fin N → Orb A B) : ExteriorAlgebra ℂ (Orb A B) :=
  ExteriorAlgebra.ιMulti ℂ N φ
```

`slater` is the wedge product in the exterior algebra. It could also have been modelled as the antisymmetric wave function $\det[\varphi_i(r_j)]/\sqrt{N!}$. Amplitudes and normalisation would then be visible, but the product of two determinants would need explicit antisymmetrisation and a combinatorial factor. Here it is ordinary multiplication in the algebra.

## Idempotency and the bath

The first proof reads off one fragment entry of $P^2=P$ and splits the sum over sites into its two blocks; `linear_combination` rearranges the result.

```lean
omit [DecidableEq B] in
/-- For an idempotent `P`, the fragment-environment blocks satisfy
`P_AB P_BA = P_AA (1 - P_AA)`. -/
theorem block_identity {P : Matrix (A ⊕ B) (A ⊕ B) ℂ} (hPP : P * P = P) :
    P.toBlocks₁₂ * P.toBlocks₂₁ = P.toBlocks₁₁ * (1 - P.toBlocks₁₁) := by
  ext i j
  have h := congrFun (congrFun hPP (Sum.inl i)) (Sum.inl j)
  simp only [Matrix.mul_apply, Fintype.sum_sum_type] at h
  rw [mul_sub, mul_one]
  simp only [Matrix.sub_apply, Matrix.mul_apply, Matrix.toBlocks₁₁, Matrix.toBlocks₁₂,
    Matrix.toBlocks₂₁, Matrix.of_apply]
  linear_combination h
```

Hermiticity enters as `hc`, which turns $P_{ba}^*$ into $P_{ab}$.

```lean
omit [DecidableEq B] in
/-- The overlap matrix of the bath orbitals of a Hermitian idempotent `P` is
`P_AA (1 - P_AA)`. -/
theorem bath_overlap {P : Matrix (A ⊕ B) (A ⊕ B) ℂ} (hP : P.IsHermitian)
    (hPP : P * P = P) (a a' : A) :
    inner ℂ (bathOrbital P a) (bathOrbital P a')
      = (P.toBlocks₁₁ * (1 - P.toBlocks₁₁)) a a' := by
  have hc : ∀ b, starRingEnd ℂ (P (Sum.inr b) (Sum.inl a)) = P (Sum.inl a) (Sum.inr b) :=
    fun b => hP.apply _ _
  rw [← block_identity hPP]
  simp [PiLp.inner_apply, Matrix.mul_apply, bathOrbital, Matrix.toBlocks₁₂,
    Matrix.toBlocks₂₁, hc, mul_comm]
```

In the converse, `fixed` is the identity $\langle p_s|v\rangle=v(s)$, proved by induction over the span, and `b.sum_repr'` is the expansion of a column in the orthonormal basis. The main theorem thus applies to some list of orbitals for every Hermitian idempotent matrix.

```lean
omit [DecidableEq A] [DecidableEq B] in
/-- Every Hermitian idempotent matrix is the density matrix of some list of orthonormal
orbitals. -/
theorem exists_orbitals {P : Matrix (A ⊕ B) (A ⊕ B) ℂ} (hP : P.IsHermitian)
    (hPP : P * P = P) :
    ∃ (N : ℕ) (φ : Fin N → Orb A B), Orthonormal ℂ φ ∧ densityMatrix φ = P := by
  let O := Submodule.span ℂ (Set.range (column P))
  -- `P` acts as the identity on the span of its columns
  have fixed : ∀ v ∈ O, ∀ s, inner ℂ (column P s) v = v s := by
    intro v hv s
    induction hv using Submodule.span_induction with
    | mem x hx =>
      obtain ⟨t, rfl⟩ := hx
      have hc : ∀ r, starRingEnd ℂ (P r s) = P s r := fun r => hP.apply _ _
      have h := congrFun (congrFun hPP s) t
      rw [Matrix.mul_apply] at h
      rw [PiLp.inner_apply]
      change _ = P s t
      rw [← h]
      refine Finset.sum_congr rfl fun r _ => ?_
      change inner ℂ (P r s) (P r t) = _
      rw [RCLike.inner_apply, hc, mul_comm]
    | zero => simp
    | add x y _ _ hx hy => rw [inner_add_right, hx, hy]; rfl
    | smul t x _ hx => rw [inner_smul_right, hx]; rfl
  let b := stdOrthonormalBasis ℂ O
  refine ⟨finrank ℂ O, fun i => (b i : Orb A B),
    ⟨fun i => b.orthonormal.1 i, fun i j h => b.orthonormal.2 h⟩, ?_⟩
  ext r s
  have hm : column P s ∈ O := Submodule.subset_span ⟨s, rfl⟩
  have hi : ∀ i, inner ℂ (b i) (⟨column P s, hm⟩ : O) = star ((b i : Orb A B) s) := by
    intro i
    rw [Submodule.coe_inner, ← inner_conj_symm, fixed _ (b i).2 s]
    rfl
  have h0 := b.sum_repr' ⟨column P s, hm⟩
  simp only [hi] at h0
  have h := congrArg (fun x : O => (x : Orb A B) r) h0
  simpa [densityMatrix, column, mul_comm] using h
```

## Core orbitals avoid fragment and bath

```lean
omit [Fintype B] in
/-- A fragment column of `P` is a bath orbital plus a combination of fragment sites. -/
theorem column_eq (P : Matrix (A ⊕ B) (A ⊕ B) ℂ) (a : A) :
    column P (Sum.inl a)
      = bathOrbital P a + ∑ a', P (Sum.inl a') (Sum.inl a) • site a' := by
  ext r
  rcases r with x | b <;> simp [column, bathOrbital, site, Pi.single_apply]
```

With this splitting of a column, the core argument runs as by hand: `hcol` is $\langle p_a|c\rangle=c(a)$, `hsite` says that $c$ vanishes on the fragment, and the final induction extends orthogonality from the generators to all of $W$.

```lean
/-- An occupied orbital orthogonal to the fragment columns of the density matrix is
orthogonal to the whole fragment-plus-bath space. -/
theorem core_orthogonal {N : ℕ} {φ : Fin N → Orb A B} (hφ : Orthonormal ℂ φ)
    {c : Orb A B} (hc : c ∈ Submodule.span ℂ (Set.range φ))
    (h : ∀ a : A, inner ℂ (column (densityMatrix φ) (Sum.inl a)) c = 0) :
    c ∈ (embeddingSpace (densityMatrix φ))ᗮ := by
  have hcol : ∀ a : A, inner ℂ (column (densityMatrix φ) (Sum.inl a)) c = c (Sum.inl a) := by
    intro a
    have e : column (densityMatrix φ) (Sum.inl a) = ∑ i, star (φ i (Sum.inl a)) • φ i := by
      ext r
      simp [column, densityMatrix, mul_comm]
    rw [e]
    clear h
    induction hc using Submodule.span_induction with
    | mem x hx =>
      obtain ⟨j, rfl⟩ := hx
      rw [sum_inner]
      simp [inner_smul_left, orthonormal_iff_ite.mp hφ]
    | zero => simp
    | add x y _ _ hx hy => rw [inner_add_right, hx, hy]; rfl
    | smul t x _ hx => rw [inner_smul_right, hx]; rfl
  -- the orbital vanishes on the fragment
  have hsite : ∀ a : A, inner ℂ (site a : Orb A B) c = 0 := by
    intro a
    rw [← h a, hcol a, PiLp.inner_apply, Finset.sum_eq_single (Sum.inl a)]
    · simp [site]
    · intro r _ hr
      simp [site, hr]
    · simp
  rw [Submodule.mem_orthogonal]
  intro u hu
  induction hu using Submodule.span_induction with
  | mem x hx =>
    rcases hx with ⟨a, rfl⟩ | ⟨a, rfl⟩
    · exact hsite a
    · have h1 := h a
      rw [column_eq, inner_add_left, sum_inner] at h1
      simpa [inner_smul_left, hsite] using h1
  | zero => simp
  | add x y _ _ hx hy => rw [inner_add_left, hx, hy, add_zero]
  | smul t x _ hx => rw [inner_smul_left, hx, mul_zero]
```

## Rotating and joining determinants

For `slater_rotate`, both lists are made into orthonormal bases `p` and `q` of $O$. The step `hf` says that an alternating map is fixed by its value on one basis: on a reordering of the basis, both sides pick up the same sign. The phase is the determinant of `p` in the basis `q`, our $\det U$.

```lean
omit [DecidableEq A] [DecidableEq B] in
/-- Two orthonormal lists of equal length, the second in the span of the first, have the
same Slater determinant up to a phase. -/
theorem slater_rotate {M N : ℕ} (hMN : M = N) {φ : Fin N → Orb A B} {ψ : Fin M → Orb A B}
    (hφ : Orthonormal ℂ φ) (hψ : Orthonormal ℂ ψ)
    (hm : ∀ i, ψ i ∈ Submodule.span ℂ (Set.range φ)) :
    ∃ z : ℂ, ‖z‖ = 1 ∧ slater φ = z • slater ψ := by
  subst hMN
  let O := Submodule.span ℂ (Set.range φ)
  have hd : Fintype.card (Fin M) = finrank ℂ O :=
    (finrank_span_eq_card hφ.linearIndependent).symm
  let φ' : Fin M → O := fun i => ⟨φ i, Submodule.subset_span ⟨i, rfl⟩⟩
  let ψ' : Fin M → O := fun i => ⟨ψ i, hm i⟩
  have oφ : Orthonormal ℂ φ' := ⟨fun i => hφ.1 i, fun i j h => hφ.2 h⟩
  have oψ : Orthonormal ℂ ψ' := ⟨fun i => hψ.1 i, fun i j h => hψ.2 h⟩
  let p := OrthonormalBasis.mk oφ
    (oφ.linearIndependent.span_eq_top_of_card_eq_finrank' hd).ge
  let q := OrthonormalBasis.mk oψ
    (oψ.linearIndependent.span_eq_top_of_card_eq_finrank' hd).ge
  have hp : ⇑p = φ' := OrthonormalBasis.coe_mk _ _
  have hq : ⇑q.toBasis = ψ' := by
    rw [OrthonormalBasis.coe_toBasis]
    exact OrthonormalBasis.coe_mk _ _
  let f := (ExteriorAlgebra.ιMulti ℂ M (M := Orb A B)).compLinearMap O.subtype
  -- an alternating map is fixed by its value on one basis
  have hf : f = (LinearMap.toSpanSingleton ℂ _ (f q.toBasis)).compAlternatingMap
      q.toBasis.det := by
    refine Module.Basis.ext_alternating q.toBasis fun s hs => ?_
    let σ := Equiv.ofBijective s (Finite.injective_iff_bijective.mp hs)
    change f (⇑q.toBasis ∘ ⇑σ) = q.toBasis.det (⇑q.toBasis ∘ ⇑σ) • f q.toBasis
    rw [f.map_perm, q.toBasis.det.map_perm, q.toBasis.det_self]
    rcases Int.units_eq_one_or (Equiv.Perm.sign σ) with h | h <;> simp [h]
  refine ⟨q.toBasis.det p, q.det_to_matrix_orthonormalBasis p, ?_⟩
  have e1 : f p = slater φ := by rw [hp]; rfl
  have e2 : f q.toBasis = slater ψ := by rw [hq]; rfl
  rw [← e1, ← e2]
  have h := DFunLike.congr_fun hf (⇑p)
  exact h

omit [Fintype A] [Fintype B] [DecidableEq A] [DecidableEq B] in
/-- The Slater determinant of a joined list is the exterior product of the two parts. -/
theorem slater_append {k m : ℕ} (e : Fin k → Orb A B) (c : Fin m → Orb A B) :
    slater (Fin.append e c) = slater e * slater c := by
  simp only [slater, ExteriorAlgebra.ιMulti_apply]
  rw [← List.prod_append, ← List.ofFn_fin_append]
  congr 2
  funext i
  induction i using Fin.addCases with
  | left i => simp
  | right i => simp
```

## The factorisation theorem

The statement supplies the numbers `k` and `m`, the lists `e` and `c`, and the phase `z`. It concerns the determinant only: no Hamiltonian appears, and a correlated state is not covered. Invariance of $W$ under $P$ is not stated either.

In the proof, `hEO` and `hEW` are the inclusions $E\subseteq O$ and $E\subseteq W$, `K` is $O\cap E^\perp$, and `hdim` counts dimensions. `hon` checks that the joined list is orthonormal, after which `slater_rotate` and `slater_append` give the factorisation, and `core_orthogonal` shows that the core orbitals are orthogonal to $W$.

```lean
/-- A Slater determinant is, up to a phase, the exterior product of an embedding determinant
of at most `card A` fragment-plus-bath orbitals and a core determinant of orbitals
orthogonal to fragment and bath. -/
theorem slater_factorises {N : ℕ} (φ : Fin N → Orb A B) (hφ : Orthonormal ℂ φ) :
    ∃ (k m : ℕ) (e : Fin k → Orb A B) (c : Fin m → Orb A B) (z : ℂ),
      k + m = N ∧ k ≤ Fintype.card A ∧ Orthonormal ℂ e ∧ Orthonormal ℂ c ∧
      (∀ i, e i ∈ embeddingSpace (densityMatrix φ)) ∧
      (∀ j, c j ∈ (embeddingSpace (densityMatrix φ))ᗮ) ∧
      ‖z‖ = 1 ∧ slater φ = z • (slater e * slater c) := by
  let O := Submodule.span ℂ (Set.range φ)
  let g : A → Orb A B := fun a => column (densityMatrix φ) (Sum.inl a)
  let E := Submodule.span ℂ (Set.range g)
  have hEO : E ≤ O := by
    refine Submodule.span_le.mpr ?_
    rintro _ ⟨a, rfl⟩
    have e : g a = ∑ i, star (φ i (Sum.inl a)) • φ i := by
      ext r
      simp [g, column, densityMatrix, mul_comm]
    rw [e]
    exact Submodule.sum_mem _ fun i _ =>
      Submodule.smul_mem _ _ (Submodule.subset_span ⟨i, rfl⟩)
  have hEW : E ≤ embeddingSpace (densityMatrix φ) := by
    refine Submodule.span_le.mpr ?_
    rintro _ ⟨a, rfl⟩
    change column (densityMatrix φ) (Sum.inl a) ∈ embeddingSpace (densityMatrix φ)
    rw [column_eq]
    exact Submodule.add_mem _ (Submodule.subset_span (Or.inr ⟨a, rfl⟩))
      (Submodule.sum_mem _ fun a' _ =>
        Submodule.smul_mem _ _ (Submodule.subset_span (Or.inl ⟨a', rfl⟩)))
  -- orthonormal bases of the embedding and core parts of the occupied space
  let K : Submodule ℂ (Orb A B) := Eᗮ ⊓ O
  let b := stdOrthonormalBasis ℂ E
  let d := stdOrthonormalBasis ℂ K
  let e : Fin (finrank ℂ E) → Orb A B := fun i => b i
  let c : Fin (finrank ℂ K) → Orb A B := fun j => d j
  have he : Orthonormal ℂ e := ⟨fun i => b.orthonormal.1 i, fun i j h => b.orthonormal.2 h⟩
  have hc : Orthonormal ℂ c := ⟨fun i => d.orthonormal.1 i, fun i j h => d.orthonormal.2 h⟩
  have hec : ∀ i j, inner ℂ (e i) (c j) = 0 := fun i j =>
    (Submodule.mem_orthogonal _ _).mp (d j).2.1 _ (b i).2
  have hdim : finrank ℂ E + finrank ℂ K = N := by
    rw [Submodule.finrank_add_inf_finrank_orthogonal hEO,
      finrank_span_eq_card hφ.linearIndependent, Fintype.card_fin]
  have hon : Orthonormal ℂ (Fin.append e c) := by
    refine ⟨fun i => ?_, fun i j hij => ?_⟩
    · induction i using Fin.addCases with
      | left i => simpa only [Fin.append_left] using he.1 i
      | right i => simpa only [Fin.append_right] using hc.1 i
    · induction i using Fin.addCases with
      | left i =>
        induction j using Fin.addCases with
        | left j =>
          simp only [Fin.append_left]
          exact he.2 (fun h => hij (by rw [h]))
        | right j => simpa only [Fin.append_left, Fin.append_right] using hec i j
      | right i =>
        induction j using Fin.addCases with
        | left j =>
          simp only [Fin.append_left, Fin.append_right]
          exact inner_eq_zero_symm.mp (hec j i)
        | right j =>
          simp only [Fin.append_right]
          exact hc.2 (fun h => hij (by rw [h]))
  have hmem : ∀ i, Fin.append e c i ∈ O := by
    intro i
    induction i using Fin.addCases with
    | left i => simpa only [Fin.append_left] using hEO (b i).2
    | right i =>
      simp only [Fin.append_right]
      exact (d i).2.2
  obtain ⟨z, hz, hs⟩ := slater_rotate hdim hφ hon hmem
  refine ⟨_, _, e, c, z, hdim, finrank_range_le_card g, he, hc, fun i => hEW (b i).2,
    fun j => core_orthogonal hφ (d j).2.2 fun a => ?_, hz, by rw [hs, slater_append]⟩
  exact (Submodule.mem_orthogonal _ _).mp (d j).2.1 _ (Submodule.subset_span ⟨a, rfl⟩)
```

## The two-site bond

For the bond of the opening, the occupied orbital is $(1,1)/\sqrt2$ and every entry of $P$ is $1/2$.

```lean
/-- The two-site matrix with all entries `1/2`, one site being the fragment. -/
def bondMatrix : Matrix (Unit ⊕ Unit) (Unit ⊕ Unit) ℂ := Matrix.of fun _ _ => 1 / 2
```

The block product $1/4$ is the squared norm of the bath orbital; normalised, that orbital is the environment site itself. The single occupied orbital lies in $W$, so here $k=1$ and the core is empty.

```lean
/-- The bond matrix is Hermitian and idempotent, and its block product `P_AB P_BA` is `1/4`. -/
theorem bondMatrix_witness : bondMatrix.IsHermitian ∧ bondMatrix * bondMatrix = bondMatrix ∧
    (bondMatrix.toBlocks₁₂ * bondMatrix.toBlocks₂₁) () () = 1 / 4 := by
  refine ⟨?_, ?_, ?_⟩
  · ext i j
    simp [bondMatrix]
  · ext i j
    simp only [bondMatrix, Matrix.mul_apply, Matrix.of_apply, Fintype.sum_sum_type,
      Finset.univ_unique, Finset.sum_singleton]
    norm_num
  · simp only [bondMatrix, Matrix.mul_apply, Matrix.toBlocks₁₂, Matrix.toBlocks₂₁,
      Matrix.of_apply, Finset.univ_unique, Finset.sum_singleton]
    norm_num

end

end SlaterEmbedding
```

```lean
#print axioms SlaterEmbedding.bath_overlap
#print axioms SlaterEmbedding.exists_orbitals
#print axioms SlaterEmbedding.slater_factorises
```

```
'SlaterEmbedding.bath_overlap' depends on axioms: [propext, Classical.choice, Quot.sound]
'SlaterEmbedding.exists_orbitals' depends on axioms: [propext, Classical.choice, Quot.sound]
'SlaterEmbedding.slater_factorises' depends on axioms: [propext, Classical.choice, Quot.sound]
```
